# A Kohn matrix with real entries and nonzero corner c is singular exactly when A v = (b·v/c) b for some nonzero real v

The declaration `real_kohn_singular_iff` concerns the Kohn matrix [[A, b], [bᵀ, c]] over a finite basis, where the block A, the coupling vector b and the nonzero corner c are all real, and A need not be symmetric. It states that the determinant vanishes if and only if some nonzero real vector v, not necessarily normalised, satisfies A v = (b·v/c) b. The proof first replaces the determinant condition by the homogeneous equations for complex amplitudes x in the basis and t on the border function. From a nonzero complex solution it takes a real or imaginary part and eliminates t; conversely, from a real v it builds the solution x = v, t = −(b·v)/c, checks the equations over the reals and carries them over to the complex numbers.

As first written in Lean, the proof fails:

```lean
import Mathlib

open Matrix
open scoped ComplexConjugate

namespace KohnVariational

noncomputable section

variable {n : Type*} [Fintype n] [DecidableEq n]

/-- The bordered Kohn matrix `[[A, b], [bᵀ, c]]`, with a real block `A`, a real coupling
vector `b` and a complex corner element `c`. -/
def kohnMatrix (A : Matrix n n ℝ) (b : n → ℝ) (c : ℂ) : Matrix (n ⊕ Unit) (n ⊕ Unit) ℂ :=
  Matrix.fromBlocks (A.map (fun r => (r : ℂ))) (Matrix.of fun i _ => (b i : ℂ))
    (Matrix.of fun _ j => (b j : ℂ)) (Matrix.of fun _ _ => c)

/-- The Kohn matrix is singular exactly when the homogeneous Kohn equations have a nonzero
solution, with amplitudes `x` in the basis and `t` on the border function. -/
theorem singular_iff_amplitudes (A : Matrix n n ℝ) (b : n → ℝ) (c : ℂ) :
    (kohnMatrix A b c).det = 0 ↔ ∃ (x : n → ℂ) (t : ℂ), (x ≠ 0 ∨ t ≠ 0) ∧
      (∀ i, ∑ j, (A i j : ℂ) * x j + (b i : ℂ) * t = 0) ∧
      ∑ j, (b j : ℂ) * x j + c * t = 0 := by
  rw [← Matrix.exists_mulVec_eq_zero_iff]
  constructor
  · rintro ⟨w, hw, h⟩
    refine ⟨fun i => w (Sum.inl i), w (Sum.inr ()), ?_, fun i => ?_, ?_⟩
    · by_contra hcon
      rw [not_or, not_not, not_not] at hcon
      apply hw
      funext k
      rcases k with i | u
      · exact congrFun hcon.1 i
      · exact hcon.2
    · simpa [kohnMatrix, Matrix.mulVec, dotProduct, Fintype.sum_sum_type]
        using congrFun h (Sum.inl i)
    · simpa [kohnMatrix, Matrix.mulVec, dotProduct, Fintype.sum_sum_type]
        using congrFun h (Sum.inr ())
  · rintro ⟨x, t, hne, h1, h2⟩
    refine ⟨Sum.elim x (fun _ => t), ?_, ?_⟩
    · intro h0
      rcases hne with hx | ht
      · exact hx (funext fun i => congrFun h0 (Sum.inl i))
      · exact ht (congrFun h0 (Sum.inr ()))
    · funext k
      rcases k with i | u
      · simpa [kohnMatrix, Matrix.mulVec, dotProduct, Fintype.sum_sum_type] using h1 i
      · simpa [kohnMatrix, Matrix.mulVec, dotProduct, Fintype.sum_sum_type] using h2

/-- For real nonzero `c`, the Kohn matrix is singular iff some nonzero real `v` satisfies
`A v = (b·v / c) b`. -/
theorem real_kohn_singular_iff (A : Matrix n n ℝ) (b : n → ℝ) {c : ℝ} (hc : c ≠ 0) :
    (kohnMatrix A b (c : ℂ)).det = 0 ↔
      ∃ v : n → ℝ, v ≠ 0 ∧ A *ᵥ v = ((b ⬝ᵥ v) / c) • b := by
  rw [singular_iff_amplitudes]
  constructor
  · rintro ⟨x, t, hne, h1, h2⟩
    -- eliminate the border amplitude from a real solution
    have key : ∀ (v : n → ℝ) (s : ℝ), v ≠ 0 → (∀ i, ∑ j, A i j * v j + b i * s = 0) →
        ∑ j, b j * v j + c * s = 0 →
        ∃ v : n → ℝ, v ≠ 0 ∧ A *ᵥ v = ((b ⬝ᵥ v) / c) • b := by
      intro v s hv e1 e2
      refine ⟨v, hv, funext fun i => ?_⟩
      have hs : (b ⬝ᵥ v) / c = -s := by
        rw [div_eq_iff hc]
        simp only [dotProduct]
        linear_combination e2
      rw [hs]
      simp only [Matrix.mulVec, dotProduct, Pi.smul_apply, smul_eq_mul]
      linear_combination e1 i
    by_cases hre : (fun i => (x i).re) = 0
    · by_cases him : (fun i => (x i).im) = 0
      · exfalso
        have hx : x = 0 := funext fun i => Complex.ext (congrFun hre i) (congrFun him i)
        have ht : t = 0 := by simpa [hx, hc] using h2
        exact hne.elim (fun h => h hx) (fun h => h ht)
      · refine key _ t.im him (fun i => ?_) ?_
        · simpa [Complex.im_sum] using congrArg Complex.im (h1 i)
        · simpa [Complex.im_sum] using congrArg Complex.im h2
    · refine key _ t.re hre (fun i => ?_) ?_
      · simpa [Complex.re_sum] using congrArg Complex.re (h1 i)
      · simpa [Complex.re_sum] using congrArg Complex.re h2
  · rintro ⟨v, hv, h⟩
    obtain ⟨s, hs⟩ : ∃ s : ℝ, s = -((b ⬝ᵥ v) / c) := ⟨_, rfl⟩
    have h' : A *ᵥ v = (-s) • b := by rw [h, hs, neg_neg]
    refine ⟨fun i => (v i : ℂ), (s : ℂ), Or.inl fun h0 => hv (funext fun i =>
      Complex.ofReal_eq_zero.mp (congrFun h0 i)), fun i => ?_, ?_⟩
    · have r : ∑ j, A i j * v j + b i * s = 0 := by
        have e : ∑ j, A i j * v j = -s * b i := congrFun h' i
        linear_combination e
      exact_mod_cast r
    · have r : ∑ j, b j * v j + c * s = 0 := by
        change b ⬝ᵥ v + c * s = 0
        have e := div_mul_cancel₀ (b ⬝ᵥ v) hc
        rw [hs]
        linear_combination -e
      exact_mod_cast r

end

end KohnVariational
```

Lean reports:

```
Main.lean:91:6: error: mod_cast has type
  ∑ j, A i j * v j + b i * s = 0
but is expected to have type
  ∑ j, ↑(A i j) * (fun i => ↑(v i)) j + ↑(b i * s) = 0
Main.lean:97:6: error: mod_cast has type
  ∑ j, b j * v j + c * s = 0
but is expected to have type
  ∑ j, ↑(b j) * (fun i => ↑(v i)) j + ↑(c * s) = 0
```

The repair, with which the file compiles:

```diff
@@ -89,4 +89,5 @@
         have e : ∑ j, A i j * v j = -s * b i := congrFun h' i
         linear_combination e
+      beta_reduce
       exact_mod_cast r
     · have r : ∑ j, b j * v j + c * s = 0 := by
@@ -95,4 +96,5 @@
         rw [hs]
         linear_combination -e
+      beta_reduce
       exact_mod_cast r
 
```

Both errors come from the last step of the converse, where `exact_mod_cast r` should turn a real equation `r` into the complex goal. Each message says that `r` does not match the goal left after the casts have been simplified.

The amplitudes were supplied as the function `fun i => (v i : ℂ)`, so the goal contains `(fun i => ↑(v i)) j`, a function applied to `j` but not yet evaluated. The cast simplification did merge the border term, into `↑(b i * s)` in the first goal and `↑(c * s)` in the second. Inside the sum, however, the second factor did not have the visible form of a cast, so the product could not be merged, and the casts could not be moved outside the sum and removed from the equation.

The added `beta_reduce` evaluates the application to `↑(v j)`. Every term is then visibly built from casts of real numbers, and `exact_mod_cast` can reduce the goal to `r`. The same line is needed in both places, and the real equations themselves are unchanged.
